# The Lloyd formula for the perturbation determinant of finite Hermitian matrices

Let $H_0$ and $V$ be Hermitian matrices of the same finite size, let $z$ be a complex number with $\operatorname{Im} z \neq 0$, and write $G_0(z) = (z - H_0)^{-1}$ and $G(z) = (z - H_0 - V)^{-1}$. Then the perturbation determinant $D(z) = \det\bigl(1 - G_0(z)V\bigr)$ is nonzero, it is complex differentiable at $z$, and

$$\frac{D'(z)}{D(z)} = \operatorname{tr} G(z) - \operatorname{tr} G_0(z).$$

## Physical setting

The matrix $H_0$ is a one-particle Hamiltonian in an orthonormal basis whose states are labelled by a finite index set $n$, for example the orbitals of a tight-binding cluster. The matrix $V$ is a perturbation such as an impurity potential, and $H_0 + V$ is the perturbed Hamiltonian. For any matrix $H$ of this size the Green function is $G_H(z) = (z - H)^{-1}$, where $z$ stands for $z$ times the unit matrix, so that $G_0 = G_{H_0}$ and $G = G_{H_0+V}$. For a real energy $E$ and a real broadening $\eta \neq 0$, define

$$\rho_H(E;\eta) = -\frac{1}{\pi} \operatorname{Im} \operatorname{tr} G_H(E + i\eta).$$

For Hermitian $H$ with eigenvalues $\varepsilon_k$ and $\eta > 0$ this is the familiar sum of Lorentzians $\frac{1}{\pi}\,\eta/[(E-\varepsilon_k)^2 + \eta^2]$, one per level. For non-interacting electrons in a finite basis, the formula gives the change that an impurity causes in this broadened density of states from a single complex function of energy, $D$.

## Statement

There are three statements, of which the second is the one given at the top.

The general form holds for arbitrary complex matrices $H_0$ and $V$. If $\det(z - H_0) \neq 0$ and $\det(z - H_0 - V) \neq 0$, then $D(z) \neq 0$ and $D$ has the derivative $D(z)\,[\operatorname{tr} G(z) - \operatorname{tr} G_0(z)]$ at $z$.

The Hermitian form replaces the two determinant conditions by Hermiticity of $H_0$ and $V$ together with $\operatorname{Im} z \neq 0$, and divides by $D(z)$.

The phase form, again for Hermitian $H_0$ and $V$, fixes $E$ and $\eta \neq 0$ and lets $x$ be a real energy near $E$:

$$-\frac{1}{\pi}\,\frac{d}{dx}\bigg|_{x=E} \arg \frac{D(x + i\eta)}{D(E + i\eta)} = \rho_{H_0+V}(E;\eta) - \rho_{H_0}(E;\eta).$$

## Derivation

**Step 1: the determinant near the unit matrix.** Let $M$ be any matrix and $r$ a complex number. In the expansion of $\det(1 + rM)$ over permutations, the identity permutation contributes $\prod_i (1 + rM_{ii}) = 1 + r \operatorname{tr} M + O(r^2)$. Every other permutation moves at least two indices, so its term contains at least two off-diagonal entries $rM_{ij}$ and is of order $r^2$. Hence

$$\det(1 + rM) = 1 + r \operatorname{tr} M + r^2 p(r)$$

with a polynomial $p$, and the derivative at $r = 0$ is $\operatorname{tr} M$.

**Step 2: the derivative of $\det(w - H)$.** Let $\det(z - H) \neq 0$, so that $(z - H)G_H(z) = 1$. For every complex $w$,

$$(z - H)\bigl(1 + (w - z)G_H(z)\bigr) = (z - H) + (w - z) = w - H.$$

Taking determinants gives $\det(w - H) = \det(z - H)\det\bigl(1 + (w-z)G_H(z)\bigr)$. The first factor does not depend on $w$, and step 1 with $r = w - z$ and $M = G_H(z)$ applies to the second:

$$\frac{d}{dw}\bigg|_{w=z} \det(w - H) = \det(z - H)\,\operatorname{tr} G_H(z).$$

**Step 3: $D$ as a ratio.** Wherever $\det(w - H_0) \neq 0$,

$$(w - H_0)\bigl(1 - G_0(w)V\bigr) = w - H_0 - V, \qquad \text{so} \qquad D(w) = \frac{\det(w - H_0 - V)}{\det(w - H_0)}.$$

The denominator is differentiable at $z$ by step 2, hence continuous there, and since it is nonzero at $z$ it stays nonzero near $z$. The ratio therefore represents $D$ on a whole neighbourhood of $z$, which is what differentiation needs.

**Step 4: quotient rule.** Put $a = \det(z - H_0)$ and $b = \det(z - H_0 - V)$, both nonzero. Then $D(z) = b/a \neq 0$, and by step 2

$$D'(z) = \frac{b \operatorname{tr} G(z)\cdot a - b \cdot a \operatorname{tr} G_0(z)}{a^2} = \frac{b}{a}\bigl[\operatorname{tr} G(z) - \operatorname{tr} G_0(z)\bigr].$$

This is the general form.

**Step 5: no eigenvalues off the real axis.** Let $H$ be Hermitian and suppose $\det(z - H) = 0$. Then there is a vector $v \neq 0$ with $Hv = zv$. Hermiticity gives $(Hv)^\dagger v = v^\dagger H v$, which reads $\bar z\, v^\dagger v = z\, v^\dagger v$. Since $v^\dagger v \neq 0$, it follows that $\bar z = z$. So $\operatorname{Im} z \neq 0$ forces $\det(z - H) \neq 0$.

**Step 6: the Hermitian form.** The sum $H_0 + V$ is Hermitian, so step 5 supplies both $a \neq 0$ and $b \neq 0$. Dividing the result of step 4 by $D(z)$ gives the formula.

**Step 7: the phase form.** Put $z_0 = E + i\eta$ and $f(w) = \operatorname{Log}\,[D(w)/D(z_0)]$ with the principal logarithm. At $w = z_0$ the argument of the logarithm equals $1$, away from the cut along the negative real axis, so the chain rule gives $f'(z_0) = D'(z_0)/D(z_0) = \operatorname{tr} G(z_0) - \operatorname{tr} G_0(z_0)$. Along the line $w = x + i\eta$ we have $dw/dx = 1$. Taking the imaginary part, with $\operatorname{Im}\operatorname{Log} = \arg$, and multiplying by $-1/\pi$ gives the phase form.

### A two-site instance

Take a dimer with hopping $-1$ and a shift of the first site by $3/2$:

$$H_0 = \begin{pmatrix} 0 & -1 \\ -1 & 0 \end{pmatrix}, \quad V = \begin{pmatrix} 3/2 & 0 \\ 0 & 0 \end{pmatrix}, \quad G_0(z) = \frac{1}{z^2 - 1}\begin{pmatrix} z & -1 \\ -1 & z \end{pmatrix}.$$

The second column of $G_0 V$ vanishes, so

$$D(z) = 1 - \frac{3}{2}\,\frac{z}{z^2 - 1} = \frac{(z - 2)(z + \frac12)}{z^2 - 1}, \qquad D'(z) = \frac{3}{2}\,\frac{z^2 + 1}{(z^2 - 1)^2}.$$

The levels move from $\pm 1$ to $2$ and $-\frac12$. At $z = i/2$, that is $E = 0$ and $\eta = \frac12$, one has $z^2 = -\frac14$, $D = 1 + \frac35 i$ and $D' = \frac{18}{25}$, so

$$\frac{D'}{D} = \frac{18}{25}\cdot\frac{1 - \frac35 i}{34/25} = \frac{9}{17} - \frac{27}{85}\,i.$$

On the other side,

$$\operatorname{tr} G = \frac{1}{\frac{i}{2} - 2} + \frac{1}{\frac{i}{2} + \frac12} = \frac{9}{17} - \frac{19}{17}\,i, \qquad \operatorname{tr} G_0 = \frac{2z}{z^2 - 1} = -\frac45\,i,$$

and the difference is $\frac{9}{17} - \frac{27}{85}i$, as required. The broadened density of states at $E = 0$ rises from $4/(5\pi) \approx 0.255$ to $19/(17\pi) \approx 0.356$, a change of $27/(85\pi) \approx 0.101$.

### The step in a program

The function differentiated in the phase form vanishes at $x = E$, because $\arg 1 = 0$. Its difference quotient with a small energy step $h$ therefore needs one ratio of determinants, here for matrices of size `N`:

```python
def D(z):
    G0 = np.linalg.inv(z * np.eye(N) - H0)
    return np.linalg.det(np.eye(N) - G0 @ V)

drho = -np.angle(D(E + h + 1j*eta) / D(E + 1j*eta)) / (np.pi * h)
```

By the phase form, this quotient tends in exact arithmetic to $\rho_{H_0+V} - \rho_{H_0}$ as $h \to 0$. In floating-point arithmetic $h$ must not be made arbitrarily small, because rounding errors in the phase are divided by $h$. Taking the phase of the ratio avoids the jump of $2\pi$ that appears in a difference of two separate principal phases when $D$ crosses the negative real axis. If $V$ has nonzero entries only among a few basis states, the columns of $G_0V$ for all other states vanish and the determinant can be taken over the block of those few states, as happened in the dimer.

## What the formal version assumes

The index set is a finite type `n`, and a matrix is a `Matrix n n ℂ`. No lower bound on the size is imposed: for one state $D(z) = (z - H_0 - V)/(z - H_0)$, and for an empty index set $D = 1$ and both traces are zero. The definition `green H z` is $G_H(z)$, with $z$ times the unit matrix written `z • (1 : Matrix n n ℂ)`; using the unit matrix here fixes an orthonormal basis, with no overlap matrix. The definition `pertDet H0 V z` is $D(z)$, with $G_0$ to the left of $V$. The definition `dos H η E` is $\rho_H(E;\eta)$, a plain trace with no spin factor and no division by the number of states.

In `lloyd_general` the hypotheses `h0` and `h1` are $a \neq 0$ and $b \neq 0$, and the matrices need not be Hermitian. The expression `HasDerivAt f f' z` says that $f$ is differentiable at $z$ with derivative $f'$. In `lloyd_formula` the hypotheses are `H0.IsHermitian`, `V.IsHermitian` and `z.im ≠ 0`, so both half-planes are allowed, and the conclusion has three parts: $D(z) \neq 0$, differentiability over `ℂ`, and the value of `deriv (pertDet H0 V) z / pertDet H0 V z`. Lean assigns the value zero to the inverse of a singular matrix, to a division by zero and to `deriv` of a non-differentiable function; `det_sub_ne_zero` and the first two parts of the conclusion show that the third part relies on none of these conventions.

In `lloyd_phase` the derivative is taken in the real variable `x` at the point `E`, and `Complex.arg` is the principal argument in $(-\pi, \pi]$. The hypothesis is `η ≠ 0`. For negative $\eta$ the identity holds as written, but `dos` is then minus the sum of Lorentzians of width $|\eta|$, so its reading as a density of states belongs to $\eta > 0$.

The perturbation $V$ is a fixed matrix, independent of $z$, so an energy-dependent self-energy is not covered, and neither are electron interactions or infinite crystals. In scattering theory the name Lloyd formula usually refers to the integrated change in the number of states, $-\frac{1}{\pi}\operatorname{Im}\ln D(E + i0^+)$, in an extended host, and this quantity enters the Friedel sum rule. The theorems below for Hermitian matrices are the differential identity at one energy and at a nonzero distance from the real axis. Passing to the integrated count would need a continuous branch of the phase along the energy axis and the limit $\eta \to 0^+$. The Lorentzian form of $\rho_H$, the reduction to an impurity block and the dimer numbers are side remarks that no theorem in the file states.

## The file

```lean
import Mathlib

open Matrix

namespace LloydFormula

noncomputable section

variable {n : Type*} [Fintype n] [DecidableEq n]

/-- The Green function `G(z) = (z - H)⁻¹` of the Hamiltonian matrix `H`. -/
def green (H : Matrix n n ℂ) (z : ℂ) : Matrix n n ℂ :=
  (z • (1 : Matrix n n ℂ) - H)⁻¹

/-- The perturbation determinant `D(z) = det (1 - G₀(z) V)`, with `G₀` the Green function
of `H₀`. -/
def pertDet (H0 V : Matrix n n ℂ) (z : ℂ) : ℂ :=
  det (1 - green H0 z * V)

/-- The quantity `-(1/π) Im tr G(E + iη)`, read as the broadened density of states when `H` is Hermitian and `η > 0`. -/
def dos (H : Matrix n n ℂ) (η E : ℝ) : ℝ :=
  -(1 / Real.pi) * (trace (green H (E + η * Complex.I))).im

/-- The derivative of `det (1 + r M)` at `r = 0` is `tr M`. -/
theorem hasDerivAt_det_one_add (M : Matrix n n ℂ) :
    HasDerivAt (fun r : ℂ => det (1 + r • M)) (trace M) 0 := by
  -- expansion to first order in `r`, with remainder `r ^ 2` times a polynomial
  obtain ⟨p, hp⟩ : ∃ p : Polynomial ℂ, ∀ r : ℂ,
      det (1 + r • M) = 1 + trace M * r + p.eval r * r ^ 2 :=
    ⟨_, fun r => Matrix.det_one_add_smul r M⟩
  have e : (fun r : ℂ => det (1 + r • M))
      = fun r : ℂ => 1 + trace M * r + p.eval r * r ^ 2 := funext hp
  rw [e]
  have h := (((hasDerivAt_id' (0 : ℂ)).const_mul (trace M)).const_add 1).fun_add
    ((p.hasDerivAt 0).fun_mul (hasDerivAt_pow 2 (0 : ℂ)))
  exact h.congr_deriv (by simp)

/-- Where `det (z - H) ≠ 0`, the derivative of `det (w - H)` at `w = z` is
`det (z - H) tr G(z)`. -/
theorem hasDerivAt_det_sub (H : Matrix n n ℂ) (z : ℂ)
    (hz : det (z • (1 : Matrix n n ℂ) - H) ≠ 0) :
    HasDerivAt (fun w : ℂ => det (w • (1 : Matrix n n ℂ) - H))
      (det (z • (1 : Matrix n n ℂ) - H) * trace (green H z)) z := by
  have hu : IsUnit (det (z • (1 : Matrix n n ℂ) - H)) := isUnit_iff_ne_zero.mpr hz
  -- `w - H = (z - H) (1 + (w - z) G(z))`
  have key : ∀ w : ℂ, w • (1 : Matrix n n ℂ) - H
      = (z • (1 : Matrix n n ℂ) - H) * (1 + (w - z) • green H z) := by
    intro w
    rw [mul_add, mul_one, Matrix.mul_smul, green, mul_nonsing_inv _ hu, sub_smul]
    abel
  have e : (fun w : ℂ => det (w • (1 : Matrix n n ℂ) - H))
      = fun w : ℂ => det (z • (1 : Matrix n n ℂ) - H) * det (1 + (w - z) • green H z) := by
    funext w
    rw [key w, det_mul]
  have h0 : HasDerivAt (fun r : ℂ => det (1 + r • green H z)) (trace (green H z)) (z - z) := by
    rw [sub_self]
    exact hasDerivAt_det_one_add _
  have h1 : HasDerivAt (fun w : ℂ => det (1 + (w - z) • green H z)) (trace (green H z)) z :=
    HasDerivAt.comp_sub_const z z h0
  rw [e]
  exact h1.const_mul _

/-- Where `det (z - H₀) ≠ 0`, the perturbation determinant is the ratio
`det (z - H₀ - V) / det (z - H₀)`. -/
theorem pertDet_eq_div (H0 V : Matrix n n ℂ) (z : ℂ)
    (hz : det (z • (1 : Matrix n n ℂ) - H0) ≠ 0) :
    pertDet H0 V z
      = det (z • (1 : Matrix n n ℂ) - (H0 + V)) / det (z • (1 : Matrix n n ℂ) - H0) := by
  have hu : IsUnit (det (z • (1 : Matrix n n ℂ) - H0)) := isUnit_iff_ne_zero.mpr hz
  have key : (z • (1 : Matrix n n ℂ) - H0) * (1 - green H0 z * V)
      = z • (1 : Matrix n n ℂ) - (H0 + V) := by
    rw [mul_sub, mul_one, ← mul_assoc, green, mul_nonsing_inv _ hu, one_mul]
    abel
  rw [eq_div_iff hz, ← key, det_mul, pertDet, mul_comm]

/-- For arbitrary matrices `H₀`, `V` with `det (z - H₀)` and `det (z - H₀ - V)` nonzero,
`D(z) ≠ 0` and `D'(z) = D(z) (tr G(z) - tr G₀(z))`. -/
theorem lloyd_general (H0 V : Matrix n n ℂ) (z : ℂ)
    (h0 : det (z • (1 : Matrix n n ℂ) - H0) ≠ 0)
    (h1 : det (z • (1 : Matrix n n ℂ) - (H0 + V)) ≠ 0) :
    pertDet H0 V z ≠ 0 ∧
      HasDerivAt (pertDet H0 V)
        (pertDet H0 V z * (trace (green (H0 + V) z) - trace (green H0 z))) z := by
  have d0 := hasDerivAt_det_sub H0 z h0
  have d1 := hasDerivAt_det_sub (H0 + V) z h1
  refine ⟨by rw [pertDet_eq_div H0 V z h0]; exact div_ne_zero h1 h0, ?_⟩
  -- the ratio form of `D` holds in a neighbourhood of `z`
  have hev : pertDet H0 V =ᶠ[nhds z] fun w : ℂ =>
      det (w • (1 : Matrix n n ℂ) - (H0 + V)) / det (w • (1 : Matrix n n ℂ) - H0) := by
    filter_upwards [d0.continuousAt.eventually_ne h0] with w hw
    exact pertDet_eq_div H0 V w hw
  -- quotient rule
  have hq := (d1.fun_div d0 h0).congr_of_eventuallyEq hev
  refine hq.congr_deriv ?_
  rw [pertDet_eq_div H0 V z h0]
  generalize det (z • (1 : Matrix n n ℂ) - H0) = a at h0 ⊢
  generalize det (z • (1 : Matrix n n ℂ) - (H0 + V)) = b
  field_simp

/-- For Hermitian `H` and nonreal `z`, the determinant `det (z - H)` does not vanish. -/
theorem det_sub_ne_zero {H : Matrix n n ℂ} (hH : H.IsHermitian) {z : ℂ} (hz : z.im ≠ 0) :
    det (z • (1 : Matrix n n ℂ) - H) ≠ 0 := by
  intro hd
  obtain ⟨v, hv, hv0⟩ := Matrix.exists_mulVec_eq_zero_iff.mpr hd
  have hev : H *ᵥ v = z • v := by
    rw [Matrix.sub_mulVec, Matrix.smul_mulVec, Matrix.one_mulVec, sub_eq_zero] at hv0
    exact hv0.symm
  have hs : star v ⬝ᵥ v ≠ 0 := by
    open scoped ComplexOrder in
    exact fun h => hv (dotProduct_star_self_eq_zero.mp h)
  -- Hermiticity moves `H` from one side of the scalar product to the other
  have hsym : star (H *ᵥ v) ⬝ᵥ v = star v ⬝ᵥ H *ᵥ v := by
    rw [Matrix.star_mulVec, hH.eq, Matrix.dotProduct_mulVec]
  rw [hev, star_smul, smul_dotProduct, dotProduct_smul, smul_eq_mul, smul_eq_mul] at hsym
  have hc : star z = z := mul_right_cancel₀ hs hsym
  exact hz (Complex.conj_eq_iff_im.mp hc)

/-- Lloyd formula: for Hermitian `H₀`, `V` and nonreal `z`, the perturbation determinant is
nonzero and differentiable at `z`, with `D'(z)/D(z) = tr (z - H₀ - V)⁻¹ - tr (z - H₀)⁻¹`. -/
theorem lloyd_formula {H0 V : Matrix n n ℂ} (hH : H0.IsHermitian) (hV : V.IsHermitian)
    {z : ℂ} (hz : z.im ≠ 0) :
    pertDet H0 V z ≠ 0 ∧ DifferentiableAt ℂ (pertDet H0 V) z ∧
      deriv (pertDet H0 V) z / pertDet H0 V z
        = trace (green (H0 + V) z) - trace (green H0 z) := by
  obtain ⟨hne, hd⟩ := lloyd_general H0 V z (det_sub_ne_zero hH hz)
    (det_sub_ne_zero (hH.add hV) hz)
  refine ⟨hne, hd.differentiableAt, ?_⟩
  rw [hd.deriv]
  exact mul_div_cancel_left₀ _ hne

/-- Phase form of the Lloyd formula: for Hermitian `H₀`, `V` and `η ≠ 0`, the change of `dos` (the broadened density of
states when `η > 0`) at `E` is `-(1/π)` times the energy derivative at `E` of the phase of `D(x + iη)`,
measured relative to `D(E + iη)`. -/
theorem lloyd_phase {H0 V : Matrix n n ℂ} (hH : H0.IsHermitian) (hV : V.IsHermitian)
    {η : ℝ} (hη : η ≠ 0) (E : ℝ) :
    HasDerivAt
      (fun x : ℝ => -(1 / Real.pi) * Complex.arg
        (pertDet H0 V (x + η * Complex.I) / pertDet H0 V (E + η * Complex.I)))
      (dos (H0 + V) η E - dos H0 η E) E := by
  have hz : ((E : ℂ) + η * Complex.I).im ≠ 0 := by simpa using hη
  obtain ⟨hne, hd⟩ := lloyd_general H0 V _ (det_sub_ne_zero hH hz)
    (det_sub_ne_zero (hH.add hV) hz)
  -- the ratio equals one at the base point, away from the cut of the logarithm
  have hs : pertDet H0 V (E + η * Complex.I) / pertDet H0 V (E + η * Complex.I)
      ∈ Complex.slitPlane := by
    rw [div_self hne]
    exact Complex.one_mem_slitPlane
  have hl : HasDerivAt
      (fun w : ℂ => Complex.log (pertDet H0 V w / pertDet H0 V (E + η * Complex.I)))
      (trace (green (H0 + V) (E + η * Complex.I)) - trace (green H0 (E + η * Complex.I)))
      (E + η * Complex.I) := by
    refine ((hd.div_const (pertDet H0 V (E + η * Complex.I))).clog hs).congr_deriv ?_
    rw [div_self hne, div_one]
    exact mul_div_cancel_left₀ _ hne
  -- restrict to the line `x + iη` and take the imaginary part
  have hr := (HasDerivAt.comp_add_const (E : ℂ) (η * Complex.I) hl).comp_ofReal
  have him : HasDerivAt
      (fun x : ℝ => (Complex.log
        (pertDet H0 V (x + η * Complex.I) / pertDet H0 V (E + η * Complex.I))).im)
      (trace (green (H0 + V) (E + η * Complex.I))
        - trace (green H0 (E + η * Complex.I))).im E :=
    Complex.imCLM.hasFDerivAt.comp_hasDerivAt E hr
  simp only [Complex.log_im] at him
  refine (him.const_mul (-(1 / Real.pi))).congr_deriv ?_
  rw [dos, dos, Complex.sub_im]
  ring

end

end LloydFormula
```

```lean
#print axioms LloydFormula.lloyd_formula
#print axioms LloydFormula.lloyd_phase
```

```
'LloydFormula.lloyd_formula' depends on axioms: [propext, Classical.choice, Quot.sound]
'LloydFormula.lloyd_phase' depends on axioms: [propext, Classical.choice, Quot.sound]
```

## Notes on the proof

`hasDerivAt_det_one_add` is step 1. The expansion with polynomial remainder is taken from Mathlib's `Matrix.det_one_add_smul`. The term `h` differentiates the three summands, with the product rule for $p(r)\,r^2$, and `simp` evaluates the result at $r = 0$, where only `trace M` survives.

`hasDerivAt_det_sub` is step 2. The statement `key` is the factorisation of $w - H$, in which `mul_nonsing_inv` supplies $(z - H)G_H(z) = 1$ from the nonzero determinant. Then `det_mul` splits the determinant, `HasDerivAt.comp_sub_const` makes the substitution $r = w - z$, and `const_mul` restores the constant factor $\det(z - H)$.

`pertDet_eq_div` is the pointwise part of step 3: its `key` is the identity $(z - H_0)(1 - G_0V) = z - H_0 - V$, followed again by `det_mul`.

`lloyd_general` completes step 3 and carries out step 4. The statement `hev` says that $D$ equals the ratio near $z$, which Lean writes as `=ᶠ[nhds z]`. It uses `d0.continuousAt.eventually_ne h0`, the continuity argument for the denominator. The quotient rule is `fun_div`, and `congr_of_eventuallyEq` transfers the derivative from the ratio to `pertDet H0 V`. After the two determinants are renamed `a` and `b`, `field_simp` checks the algebra displayed in step 4.

`det_sub_ne_zero` is step 5. `Matrix.exists_mulVec_eq_zero_iff` produces the null vector `v`, and `hev` rewrites it as an eigenvector, `H *ᵥ v = z • v`. The vector is not normalised, so the proof carries `hs`, the statement $v^\dagger v \neq 0$ with $v^\dagger v$ written `star v ⬝ᵥ v`. The statement `hsym` is $(Hv)^\dagger v = v^\dagger Hv$. Substituting the eigenvalue equation and cancelling $v^\dagger v$ yields `star z = z`, which contradicts `hz`.

`lloyd_formula` is step 6. It applies `det_sub_ne_zero` to `hH` and to `hH.add hV`, feeds both results to `lloyd_general`, and cancels $D(z)$.

`lloyd_phase` is step 7. The set `Complex.slitPlane` is the complex plane without the closed negative real axis, where the principal logarithm is differentiable, and `hs` places the ratio in it because the ratio equals one at the base point. The statement `hl` is $f'(z_0)$, obtained with the chain rule `clog`. In `hr` the variable is shifted by $i\eta$ and restricted to real values with `comp_ofReal`. The statement `him` takes the imaginary part through the real-linear map `Complex.imCLM`, which commutes with a real derivative, and `Complex.log_im` turns the imaginary part of the logarithm into `Complex.arg`. Multiplying by $-1/\pi$ and unfolding `dos` leaves a linear identity, which `ring` closes.
